# For a bosonic Bogoliubov transformation of finitely many modes, $\kappa$ is symmetric and $\kappa\kappa^\dagger=\rho+\rho^2$

A bosonic Bogoliubov transformation is represented here by its two amplitude matrices $U$ and $V$, without a Fock space. Let $a_l$ annihilate a boson in mode $l$, and let the quasi-particle operators be

$$\beta_k^\dagger=\sum_l\left(U_{lk}\,a_l^\dagger-V_{lk}\,a_l\right).$$

The commutators and the quasi-particle vacuum enter only through matrix relations and definitions. The matrices $\rho$ and $\kappa$ of the title stand for the normal and anomalous densities of this vacuum, the state annihilated by every $\beta_k$. That these matrices describe operators and a state is physical interpretation. The modes are labelled by a finite type `n`, and there are as many quasi-particles as modes, so $U$ and $V$ are square.

```lean
import Mathlib

open Matrix
open scoped ComplexOrder

namespace BosonicDensityMatrix

noncomputable section

variable {n : Type*} [Fintype n] [DecidableEq n]
```

## Amplitudes, densities and the metric

Write $A^*$ for the entrywise conjugate of a matrix, $A^T$ for its transpose and $A^\dagger$ for its Hermitian adjoint, which Lean writes `Aᴴ`. Since $(AB)^*=A^*B^*$ and $(A+B)^*=A^*+B^*$, conjugation is a ring homomorphism. Defining it as one lets any matrix identity be conjugated term by term.

```lean
/-- Entrywise complex conjugation of a square matrix, as a ring homomorphism. -/
def conjMat : Matrix n n ℂ →+* Matrix n n ℂ := (starRingEnd ℂ).mapMatrix
```

The quasi-particles are bosons if $[\beta_k,\beta_{k'}^\dagger]=\delta_{kk'}$ and $[\beta_k^\dagger,\beta_{k'}^\dagger]=0$. Inserting the expansion turns these into

$$U^\dagger U-V^\dagger V=1,\qquad U^TV=V^TU .$$

They are the fields `norm` and `sym`, and nothing else is assumed about $U$ and $V$.

```lean
/-- The conditions on the amplitudes `U`, `V` of a bosonic Bogoliubov transformation. -/
structure IsBogoliubov (U V : Matrix n n ℂ) : Prop where
  norm : Uᴴ * U - Vᴴ * V = 1
  sym : Uᵀ * V = Vᵀ * U
```

The inverse transformation is $a_l=\sum_k(U_{lk}\beta_k+V^*_{lk}\beta_k^\dagger)$. In the state annihilated by every $\beta_k$, the normal density is therefore

$$\rho_{ll'}=\langle a_{l'}^\dagger a_l\rangle=(V^*V^T)_{ll'} .$$

```lean
/-- The normal density matrix `ρ = V* Vᵀ`. -/
def rho (V : Matrix n n ℂ) : Matrix n n ℂ := conjMat V * Vᵀ
```

In the same state the anomalous density, or pairing tensor, is

$$\kappa_{ll'}=\langle a_{l'}a_l\rangle=(V^*U^T)_{ll'} .$$

If $V$ entered $\beta_k^\dagger$ with a plus sign, this expectation value would be $-\kappa$.

```lean
/-- The anomalous density matrix (pairing tensor) `κ = V* Uᵀ`. -/
def kappa (U V : Matrix n n ℂ) : Matrix n n ℂ := conjMat V * Uᵀ
```

Both densities fit into one matrix of twice the size,

$$R=\begin{pmatrix}\rho&\kappa\\ \kappa^*&1+\rho^*\end{pmatrix},$$

where the extra $1$ comes from $a_{l'}a_l^\dagger=\delta_{ll'}+a_l^\dagger a_{l'}$. In Lean, `genDensity` accepts any pair of square matrices, and its index type `n ⊕ n` is two copies of the mode labels.

```lean
/-- The bosonic generalised density matrix with blocks `ρ`, `κ`, `κ*`, `1 + ρ*`. -/
def genDensity (ρ κ : Matrix n n ℂ) : Matrix (n ⊕ n) (n ⊕ n) ℂ :=
  fromBlocks ρ κ (conjMat κ) (1 + conjMat ρ)
```

The minus sign in the bosonic normalisation is carried by the metric $\eta=\mathrm{diag}(1,-1)$, with $\eta^2=1$.

```lean
/-- The bosonic metric `η = diag(1, -1)`. -/
def eta : Matrix (n ⊕ n) (n ⊕ n) ℂ := fromBlocks 1 0 0 (-1)
```

## Conjugating the normalisation

Conjugation, transposition and the adjoint combine by simple rules, such as $(A^T)^*=A^\dagger$ and $(A^*)^\dagger=A^T$. Each is checked entry by entry.

```lean
/-- How complex conjugation, transposition and the Hermitian adjoint combine. -/
theorem conj_rules (A : Matrix n n ℂ) :
    conjMat Aᵀ = Aᴴ ∧ conjMat Aᴴ = Aᵀ ∧ (conjMat A)ᵀ = Aᴴ ∧ (conjMat A)ᴴ = Aᵀ ∧
      conjMat (conjMat A) = A ∧ (Aᵀ)ᴴ = conjMat A := by
  refine ⟨?_, ?_, ?_, ?_, ?_, ?_⟩ <;> ext i j <;> simp [conjMat]
```

Conjugating $U^\dagger U-V^\dagger V=1$ gives

$$U^TU^*-V^TV^*=1 .$$

```lean
/-- The complex conjugate of the normalisation condition. -/
theorem conj_norm {U V : Matrix n n ℂ} (h : IsBogoliubov U V) :
    Uᵀ * conjMat U - Vᵀ * conjMat V = 1 := by
  have h' := congrArg (fun A => conjMat A) h.norm
  simpa only [map_sub, map_mul, map_one, (conj_rules U).2.1, (conj_rules V).2.1] using h'
```

## Completeness from a left inverse

Consider the full transformation matrix and a candidate inverse:

$$\begin{pmatrix}U^\dagger&-V^\dagger\\-V^T&U^T\end{pmatrix}\begin{pmatrix}U&V^*\\V&U^*\end{pmatrix}
=\begin{pmatrix}U^\dagger U-V^\dagger V&U^\dagger V^*-V^\dagger U^*\\U^TV-V^TU&U^TU^*-V^TV^*\end{pmatrix}=1 .$$

The diagonal blocks are the normalisation and its conjugate; the off-diagonal blocks vanish by the symmetry relation and its conjugate. For finite square matrices a left inverse is also a right inverse. The upper blocks of the reversed product read $UU^\dagger-V^*V^T=1$ and $-UV^\dagger+V^*U^T=0$, that is,

$$UU^\dagger=1+\rho,\qquad UV^\dagger=\kappa .$$

```lean
/-- Completeness of the Bogoliubov amplitudes: `U Uᴴ = 1 + ρ` and `U Vᴴ = κ`. -/
theorem completeness {U V : Matrix n n ℂ} (h : IsBogoliubov U V) :
    U * Uᴴ = 1 + rho V ∧ U * Vᴴ = kappa U V := by
  have h4 : Uᴴ * conjMat V = Vᴴ * conjMat U := by
    have h' := congrArg (fun A => conjMat A) h.sym
    simpa only [map_mul, (conj_rules U).1, (conj_rules V).1] using h'
  -- the Bogoliubov conditions give a left inverse of the full transformation
  have hL : fromBlocks Uᴴ (-Vᴴ) (-Vᵀ) Uᵀ *
      fromBlocks U (conjMat V) V (conjMat U) = 1 := by
    rw [fromBlocks_multiply, ← fromBlocks_one, fromBlocks_inj]
    refine ⟨?_, ?_, ?_, ?_⟩
    · linear_combination (norm := noncomm_ring) h.norm
    · linear_combination (norm := noncomm_ring) h4
    · linear_combination (norm := noncomm_ring) h.sym
    · linear_combination (norm := noncomm_ring) conj_norm h
  -- in finite dimension it is also a right inverse
  have hR := mul_eq_one_comm.mp hL
  rw [fromBlocks_multiply, ← fromBlocks_one, fromBlocks_inj] at hR
  obtain ⟨h1, h2, -, -⟩ := hR
  unfold rho kappa
  constructor
  · linear_combination (norm := noncomm_ring) h1
  · linear_combination (norm := noncomm_ring) -h2
```

In the code, `hL` is the displayed product and `mul_eq_one_comm` reverses its order. Each `linear_combination` names the relation that settles a block, and `noncomm_ring` compares the two sides without commuting any matrices.

## The size of the pairing tensor

Since $\kappa^\dagger=U^*V^T$, the conjugated normalisation can be inserted in the middle of the product:

$$\kappa\kappa^\dagger=V^*(U^TU^*)V^T=V^*(1+V^TV^*)V^T=\rho+\rho^2 .$$

```lean
/-- For a bosonic Bogoliubov transformation the normal density fixes the size of the pairing tensor:
`κ κᴴ = ρ + ρ²`. -/
theorem kappa_mul_conjTranspose {U V : Matrix n n ℂ} (h : IsBogoliubov U V) :
    kappa U V * (kappa U V)ᴴ = rho V + rho V ^ 2 := by
  have hU : Uᵀ * conjMat U = 1 + Vᵀ * conjMat V := sub_eq_iff_eq_add.mp (conj_norm h)
  calc kappa U V * (kappa U V)ᴴ = conjMat V * (Uᵀ * conjMat U) * Vᵀ := by
        rw [kappa, conjTranspose_mul, (conj_rules U).2.2.2.2.2, (conj_rules V).2.2.2.1]
        noncomm_ring
    _ = rho V + rho V ^ 2 := by
        rw [hU, rho]
        noncomm_ring
```

The `calc` block has the same two stages, and `hU` is the inserted relation. Only the normalisation is used here.

## Moving $\rho$ through $\kappa$

With $\kappa=UV^\dagger$, $\rho^*=VV^\dagger$ and $V^TU=U^TV$,

$$\rho\kappa=V^*(V^TU)V^\dagger=V^*(U^TV)V^\dagger=\kappa\rho^* .$$

```lean
/-- For a bosonic Bogoliubov transformation the normal and anomalous densities intertwine:
`ρ κ = κ ρ*`. -/
theorem rho_mul_kappa {U V : Matrix n n ℂ} (h : IsBogoliubov U V) :
    rho V * kappa U V = kappa U V * conjMat (rho V) := by
  have e : conjMat (rho V) = V * Vᴴ := by
    rw [rho, map_mul, (conj_rules V).2.2.2.2.1, (conj_rules V).1]
  calc rho V * kappa U V = conjMat V * Vᵀ * (U * Vᴴ) := by
        rw [(completeness h).2, rho]
    _ = conjMat V * (Vᵀ * U) * Vᴴ := by noncomm_ring
    _ = kappa U V * conjMat (rho V) := by
        rw [← h.sym, e, kappa]
        noncomm_ring
```

## Two relations equivalent to $R\eta R=-R$

Let $\rho$ now be any square matrix and $\kappa$ any symmetric one, so that $\kappa^\dagger=\kappa^*$. Multiplying out the blocks of $R\eta R=-R$ gives four equations:

$$\begin{aligned}
\rho^2-\kappa\kappa^*&=-\rho, & \rho\kappa-\kappa(1+\rho^*)&=-\kappa,\\
\kappa^*\rho-(1+\rho^*)\kappa^*&=-\kappa^*, & \kappa^*\kappa-(1+\rho^*)^2&=-(1+\rho^*).
\end{aligned}$$

The upper two are $\kappa\kappa^\dagger=\rho+\rho^2$ and $\rho\kappa=\kappa\rho^*$. The lower two simplify to $\kappa^*\rho=\rho^*\kappa^*$ and $\kappa^*\kappa=\rho^*+\rho^{*2}$, which are the conjugates of the upper ones.

```lean
/-- For symmetric `κ`, the generalised density matrix obeys `R η R = -R` exactly when
`κ κᴴ = ρ + ρ²` and `ρ κ = κ ρ*`. -/
theorem genDensity_idempotent_iff (ρ κ : Matrix n n ℂ) (hκ : κᵀ = κ) :
    genDensity ρ κ * eta * genDensity ρ κ = -genDensity ρ κ ↔
      κ * κᴴ = ρ + ρ ^ 2 ∧ ρ * κ = κ * conjMat ρ := by
  have hc : κᴴ = conjMat κ := by rw [← (conj_rules κ).1, hκ]
  rw [hc, genDensity, eta, fromBlocks_multiply, fromBlocks_multiply, fromBlocks_neg,
    fromBlocks_inj]
  constructor
  · rintro ⟨h1, h2, -, -⟩
    constructor
    · linear_combination (norm := noncomm_ring) -h1
    · linear_combination (norm := noncomm_ring) h2
  · rintro ⟨h1, h2⟩
    -- the lower blocks are the complex conjugates of the upper ones
    have h3 : conjMat κ * κ = conjMat ρ + conjMat ρ ^ 2 := by
      have h' := congrArg (fun A => conjMat A) h1
      simpa only [map_mul, map_add, map_pow, (conj_rules κ).2.2.2.2.1] using h'
    have h4 : conjMat ρ * conjMat κ = conjMat κ * ρ := by
      have h' := congrArg (fun A => conjMat A) h2
      simpa only [map_mul, (conj_rules ρ).2.2.2.2.1] using h'
    refine ⟨?_, ?_, ?_, ?_⟩
    · linear_combination (norm := noncomm_ring) -h1
    · linear_combination (norm := noncomm_ring) h2
    · linear_combination (norm := noncomm_ring) -h4
    · linear_combination (norm := noncomm_ring) h3
```

From left to right the proof reads off the upper blocks. From right to left it first builds the conjugated relations `h3` and `h4`, then fills all four blocks.

## The bosonic form of idempotency

Two properties remain. For any vector $x$,

$$x^\dagger\rho x=x^\dagger V^*V^Tx=\lVert V^Tx\rVert^2\ge0,$$

so $\rho$ is positive semidefinite. Completeness gives $\kappa^T=UV^\dagger=\kappa$, so $\kappa$ is symmetric, and the equivalence above then yields $R\eta R=-R$. Multiplying this by $\eta$ from the right shows that $P=-R\eta$ satisfies $P^2=P$, which is the sense in which the relation replaces the fermionic $R^2=R$.

The theorem says that any `U` and `V` satisfying `IsBogoliubov U V` have all four properties: $\rho\ge0$, $\kappa^T=\kappa$, $\kappa\kappa^\dagger=\rho+\rho^2$ and $R\eta R=-R$.

```lean
/-- Bosonic analogue of idempotency: for a bosonic Bogoliubov transformation `ρ` is positive
semidefinite, `κ` is symmetric, `κ κᴴ = ρ + ρ²`, and the generalised density matrix obeys
`R η R = -R`. -/
theorem bosonic_idempotency {U V : Matrix n n ℂ} (h : IsBogoliubov U V) :
    (rho V).PosSemidef ∧ (kappa U V)ᵀ = kappa U V ∧
      kappa U V * (kappa U V)ᴴ = rho V + rho V ^ 2 ∧
      genDensity (rho V) (kappa U V) * eta * genDensity (rho V) (kappa U V) =
        -genDensity (rho V) (kappa U V) := by
  have hpos : (rho V).PosSemidef := by
    rw [rho, ← (conj_rules V).2.2.2.2.2]
    exact posSemidef_conjTranspose_mul_self Vᵀ
  have hsym : (kappa U V)ᵀ = kappa U V := by
    have e : (kappa U V)ᵀ = U * Vᴴ := by
      rw [kappa, transpose_mul, transpose_transpose, (conj_rules V).2.2.1]
    rw [e, (completeness h).2]
  exact ⟨hpos, hsym, kappa_mul_conjTranspose h,
    (genDensity_idempotent_iff _ _ hsym).mpr ⟨kappa_mul_conjTranspose h, rho_mul_kappa h⟩⟩
```

The lemma `posSemidef_conjTranspose_mul_self` supplies the norm argument once $V^*$ is written as $(V^T)^\dagger$. The last line passes the two density relations to the equivalence.

In Bogoliubov or linear spin-wave calculations with a quadratic Hamiltonian and finitely many modes, these identities can test the densities computed for a quasi-particle vacuum. The theorem does not cover thermal mixtures or states with $\langle a_l\rangle\ne0$, and it does not construct $U$ and $V$ from given densities.

## One mode and two squeezed modes

For a single mode, $U$ and $V$ are numbers $u$ and $v$, and the symmetry relation holds automatically. With $|u|^2-|v|^2=1$,

$$\rho=|v|^2,\qquad\kappa=v^*u,\qquad|\kappa|^2=|v|^2\left(1+|v|^2\right)=\rho+\rho^2 .$$

At $v=0$ both densities vanish and $R=\mathrm{diag}(0,1)$.

Two-mode squeezing takes real $c$ and $s$ with $c^2-s^2=1$ and

$$U=\begin{pmatrix}c&0\\0&c\end{pmatrix},\quad V=\begin{pmatrix}0&s\\s&0\end{pmatrix},\quad
\rho=\begin{pmatrix}s^2&0\\0&s^2\end{pmatrix},\quad\kappa=\begin{pmatrix}0&sc\\sc&0\end{pmatrix}.$$

Each mode holds $s^2$ bosons on average, and the pairing connects the two modes. Here $\kappa\kappa^\dagger=s^2c^2\,1=(s^2+s^4)\,1$, as required. The code checks both Bogoliubov conditions and both densities entry by entry.

```lean
/-- Two-mode squeezing with real amplitudes `c² - s² = 1` is a bosonic Bogoliubov
transformation; each mode has `ρ = s²`, and `κ` couples the two modes with strength `s c`. -/
theorem isBogoliubov_witness (c s : ℝ) (h : c ^ 2 - s ^ 2 = 1) :
    IsBogoliubov !![(c : ℂ), 0; 0, (c : ℂ)] !![0, (s : ℂ); (s : ℂ), 0] ∧
      rho !![0, (s : ℂ); (s : ℂ), 0] = !![(s : ℂ) ^ 2, 0; 0, (s : ℂ) ^ 2] ∧
      kappa !![(c : ℂ), 0; 0, (c : ℂ)] !![0, (s : ℂ); (s : ℂ), 0] =
        !![0, (s : ℂ) * c; (s : ℂ) * c, 0] := by
  have hc : (c : ℂ) * c - s * s = 1 := by
    have h' : c * c - s * s = 1 := by linear_combination h
    exact_mod_cast h'
  refine ⟨⟨?_, ?_⟩, ?_, ?_⟩
  · ext i j
    fin_cases i <;> fin_cases j <;> simp [Matrix.mul_apply, Fin.sum_univ_succ, hc]
  · ext i j
    fin_cases i <;> fin_cases j <;> simp [Matrix.mul_apply, Fin.sum_univ_succ, mul_comm]
  · ext i j
    fin_cases i <;> fin_cases j <;>
      simp [rho, conjMat, Matrix.mul_apply, Fin.sum_univ_succ, pow_two]
  · ext i j
    fin_cases i <;> fin_cases j <;>
      simp [kappa, conjMat, Matrix.mul_apply, Fin.sum_univ_succ]
```

## Normalisation alone leaves $\kappa$ free to be non-symmetric

Keep $U$, take $s\ne0$ and change one sign in $V$:

$$V=\begin{pmatrix}0&s\\-s&0\end{pmatrix},\qquad\kappa=\begin{pmatrix}0&sc\\-sc&0\end{pmatrix}.$$

The normalisation still holds, because $V^\dagger V=s^2\,1$. A symmetric $\kappa$ would require $sc=0$, but $s\ne0$ by assumption and $c^2=1+s^2>0$. The normalisation by itself therefore does not imply $\kappa^T=\kappa$. Physically, the creation operators $\beta_1^\dagger$ and $\beta_2^\dagger$ built from these amplitudes fail to commute. Here $\kappa$ is only the matrix $V^*U^T$ and not the pairing tensor of a state: $\langle a_{l'}a_l\rangle$ is symmetric in every state, because the $a_l$ commute.

```lean
/-- The normalisation alone does not make `κ` symmetric: for real `c² - s² = 1` with `s ≠ 0`
these two-mode amplitudes satisfy `Uᴴ U - Vᴴ V = 1`, yet `κ` differs from its transpose. -/
theorem norm_alone_not_sufficient (c s : ℝ) (h : c ^ 2 - s ^ 2 = 1) (hs : s ≠ 0) :
    !![(c : ℂ), 0; 0, (c : ℂ)]ᴴ * !![(c : ℂ), 0; 0, (c : ℂ)] -
        !![0, (s : ℂ); -(s : ℂ), 0]ᴴ * !![0, (s : ℂ); -(s : ℂ), 0] = 1 ∧
      (kappa !![(c : ℂ), 0; 0, (c : ℂ)] !![0, (s : ℂ); -(s : ℂ), 0])ᵀ ≠
        kappa !![(c : ℂ), 0; 0, (c : ℂ)] !![0, (s : ℂ); -(s : ℂ), 0] := by
  have hc : (c : ℂ) * c - s * s = 1 := by
    have h' : c * c - s * s = 1 := by linear_combination h
    exact_mod_cast h'
  have hk : kappa !![(c : ℂ), 0; 0, (c : ℂ)] !![0, (s : ℂ); -(s : ℂ), 0] =
      !![0, (s : ℂ) * c; -((s : ℂ) * c), 0] := by
    ext i j
    fin_cases i <;> fin_cases j <;>
      simp [kappa, conjMat, Matrix.mul_apply, Fin.sum_univ_succ]
  constructor
  · ext i j
    fin_cases i <;> fin_cases j <;> simp [Matrix.mul_apply, Fin.sum_univ_succ, hc]
  · intro hsym
    rw [hk] at hsym
    -- compare the two off-diagonal entries
    have h01 : -((s : ℂ) * c) = (s : ℂ) * c := congrFun (congrFun hsym 0) 1
    have h02 : -(s * c) = s * c := by exact_mod_cast h01
    have h03 : s * c = 0 := by linarith
    rcases mul_eq_zero.mp h03 with h0 | h0
    · exact hs h0
    · rw [h0] at h
      nlinarith [sq_nonneg s]

end

end BosonicDensityMatrix
```

The proof computes $\kappa$ in `hk`, compares its off-diagonal entries to obtain $sc=0$, and rules out each factor in turn.

```lean
#print axioms BosonicDensityMatrix.rho_mul_kappa
-- 'BosonicDensityMatrix.rho_mul_kappa' depends on axioms: [propext, Classical.choice, Quot.sound]
#print axioms BosonicDensityMatrix.bosonic_idempotency
-- 'BosonicDensityMatrix.bosonic_idempotency' depends on axioms: [propext, Classical.choice, Quot.sound]
#print axioms BosonicDensityMatrix.norm_alone_not_sufficient
-- 'BosonicDensityMatrix.norm_alone_not_sufficient' depends on axioms: [propext, Classical.choice, Quot.sound]
```
